# The horizontal recurrence is equivalent to a binomial transfer of powers between two centres

## Repeated sums over primitives

If every two-centre integral over contracted Gaussians is evaluated from scratch, the sum over pairs of primitives is repeated for every pair of powers. Take two functions on a line, one centred at $A$ and built from $m$ primitive Gaussians, the other centred at $B$ and built from $n$. Each overlap is then a double sum of $mn$ terms. With powers of $x-A$ and of $x-B$ both running from 0 to 2, there are nine such double sums.

The horizontal recurrence reduces the nine to five. It moves powers from one centre to the other, and the only geometric quantity it uses is the signed displacement $A-B$ between the centres. No exponent enters, so for these one-dimensional overlaps of contracted Gaussians the sums over primitives can be completed first and the powers moved afterwards, which is how the relation bears on integral evaluation in electronic structure.

In one dimension the "angular momentum" on a centre is simply the power of $x-A$ or $x-B$. Write

$$\varphi(x)=\sum_i c_i\,e^{-\alpha_i(x-A)^2},\qquad \chi(x)=\sum_j e_j\,e^{-\beta_j(x-B)^2},$$

with real coefficients $c_i,e_j$ and positive exponents $\alpha_i,\beta_j$. For natural numbers $a,b$ the overlap is

$$S(a,b)=\int_{-\infty}^{\infty}(x-A)^a\varphi(x)\,(x-B)^b\chi(x)\,dx .$$

## The recurrence and its closed form

Let $I(a,b)$ be an array with values in a module $M$ over a commutative ring $R$, and let $d\in R$. The horizontal recurrence is

$$I(a,b+1)=I(a+1,b)+d\,I(a,b)\qquad\text{for all }a,b\ge 0.$$

It holds if and only if

$$I(a,b)=\sum_{k=0}^{b}\binom bk d^{\,b-k}\,I(a+k,0)\qquad\text{for all }a,b\ge 0.$$

For $b=0$ the formula says nothing new. For $b=1$ it is the case $b=0$ of the recurrence, and for $b=2$ it reads $I(a,2)=d^2I(a,0)+2d\,I(a+1,0)+I(a+2,0)$. If $d=0$, only the term $k=b$ survives and $I(a,b)=I(a+b,0)$.

In Lean the recurrence is the proposition `HorizontalRecurrence d I`, and the equivalence is `horizontalRecurrence_iff`. The array is a function `I : ℕ → ℕ → M`, with the power on the first centre as its first argument. The sum over `range (b + 1)` runs over $k=0,\dots,b$, and `•` multiplies an element of the module by a scalar. When each entry is a single real integral, both `R` and `M` are the real numbers. A larger `M` lets each entry be a whole vector of integrals, with components labelled by further indices that the recurrence leaves unchanged.

The recurrence is a hypothesis in the general theorem. For the overlaps it is derived: `horizontalRecurrence_witness` shows that $S$ satisfies it with $d=A-B$, and `contracted_overlap_transfer` states the resulting binomial formula. The sign of $d$ follows from the order of the centres.

The functions are not normalised. When both are non-zero, the normalised overlap is

$$\frac{S(a,b)}{\sqrt{\int (x-A)^{2a}\varphi(x)^2\,dx\;\int (x-B)^{2b}\chi(x)^2\,dx}} .$$

The coefficients $c_i$ and $e_j$ stay the same in every integral of the formula. If they contain normalisation factors chosen for particular powers, those same factors must be kept in all the integrals $S(a+k,0)$ from which $S(a,b)$ is assembled.

The name "horizontal recurrence" is often met in connection with three-dimensional electron-repulsion integrals. The integrals treated here are one-dimensional overlaps; for any other kind, the recurrence has to be supplied before the general theorem applies. The equalities are exact and do not describe rounding error.

## Pascal's rule and induction

Start from any sequence $f(0),f(1),\dots$ in $M$ and define

$$T(a,b)=\sum_{k=0}^{b}\binom bk d^{\,b-k}f(a+k).$$

To see that $T$ obeys the recurrence, separate the term $k=0$ of $T(a,b+1)$ and shift the index in the rest:

$$T(a,b+1)=d^{\,b+1}f(a)+\sum_{k=0}^{b}\binom{b+1}{k+1}d^{\,b-k}f(a+k+1).$$

Pascal's rule $\binom{b+1}{k+1}=\binom bk+\binom b{k+1}$ splits the sum in two. The part with $\binom bk$ is

$$\sum_{k=0}^{b}\binom bk d^{\,b-k}f(a+1+k)=T(a+1,b).$$

The part with $\binom b{k+1}$, together with the separated term, is

$$d^{\,b+1}f(a)+\sum_{k=0}^{b}\binom b{k+1}d^{\,b-k}f(a+k+1)=\sum_{k=0}^{b+1}\binom bk d^{\,b+1-k}f(a+k).$$

The term $k=b+1$ on the right vanishes because $\binom b{b+1}=0$, and what is left is $d\,T(a,b)$. Hence $T(a,b+1)=T(a+1,b)+d\,T(a,b)$.

Now let $I$ satisfy the recurrence and choose $f(n)=I(n,0)$. For $b=0$ we have $T(a,0)=f(a)=I(a,0)$. Suppose that $I(a,b)=T(a,b)$ for one value of $b$ and every $a$. Then

$$I(a,b+1)=I(a+1,b)+d\,I(a,b)=T(a+1,b)+d\,T(a,b)=T(a,b+1),$$

which completes the induction. Conversely, if the closed form holds for all $a,b$, then $I=T$ with this $f$, and $T$ is already known to obey the recurrence.

## Moving powers back to the second centre

Set $J(b,a)=I(a,b)$. Rearranging the recurrence gives

$$J(b,a+1)=I(a+1,b)=I(a,b+1)-d\,I(a,b)=J(b+1,a)+(-d)\,J(b,a).$$

So $J$ obeys the same relation with $-d$, and the closed form for $J$ is

$$I(a,b)=\sum_{k=0}^{a}\binom ak(-d)^{a-k}I(0,b+k).$$

## The recurrence for contracted overlaps

The relation between overlaps comes from $x-B=(x-A)+(A-B)$. Multiply this identity by $(x-A)^a\varphi(x)(x-B)^b\chi(x)$ and integrate:

$$S(a,b+1)=S(a+1,b)+(A-B)\,S(a,b).$$

Splitting the integral of the sum requires both integrands to be integrable. For one pair of primitives with exponents $\alpha,\beta>0$, put $p=\alpha+\beta$ and $P=(\alpha A+\beta B)/p$. Expanding the squares gives

$$\alpha(x-A)^2+\beta(x-B)^2=p(x-P)^2+\alpha A^2+\beta B^2-pP^2,$$

and the constant is

$$\alpha A^2+\beta B^2-\frac{(\alpha A+\beta B)^2}{p}=\frac{\alpha\beta}{p}(A-B)^2.$$

With $u=x-P$, the integrand is therefore a constant times

$$(u+P-A)^a(u+P-B)^b\,e^{-pu^2},$$

a polynomial times a Gaussian. Each monomial is integrable: $|u|^n e^{-pu^2/2}$ is bounded, so $|u|^n e^{-pu^2}$ is at most a constant times $e^{-pu^2/2}$. The contracted integrand is a finite linear combination of such products, so it is integrable too. The closed form with $d=A-B$ now gives

$$S(a,b)=\sum_{k=0}^{b}\binom bk(A-B)^{b-k}S(a+k,0).$$

For powers up to 2 on each centre, the right-hand sides use only $S(0,0),\dots,S(4,0)$, which are the five double sums mentioned at the start.

## Lean source for the recurrence and the overlaps

```lean
import Mathlib

open Finset MeasureTheory

namespace HorizontalRecurrenceRelation

noncomputable section

variable {R M : Type*} [CommRing R] [AddCommGroup M] [Module R M]

/-- The horizontal recurrence: a unit of angular momentum on the second centre is exchanged
for one on the first centre plus `d` times the lower integral. -/
def HorizontalRecurrence (d : R) (I : ℕ → ℕ → M) : Prop :=
  ∀ a b, I a (b + 1) = I (a + 1) b + d • I a b

/-- The binomial combination of the integrals `f a, ..., f (a + b)`, which carry angular
momentum on the first centre only. -/
def binomialTransfer (d : R) (f : ℕ → M) (a b : ℕ) : M :=
  ∑ k ∈ range (b + 1), ((b.choose k : R) * d ^ (b - k)) • f (a + k)

/-- The binomial combination obeys the horizontal recurrence, whatever the starting
integrals `f` are. -/
theorem binomialTransfer_recurrence (d : R) (f : ℕ → M) :
    HorizontalRecurrence d (binomialTransfer d f) := by
  intro a b
  -- the term k = b + 1 may be added to the lower sum, since its binomial vanishes
  have h : d • binomialTransfer d f a b =
      ∑ k ∈ range (b + 1 + 1), ((b.choose k : R) * d ^ (b + 1 - k)) • f (a + k) := by
    rw [Finset.sum_range_succ, Nat.choose_succ_self, Nat.cast_zero, zero_mul, zero_smul,
      add_zero, binomialTransfer, Finset.smul_sum]
    refine Finset.sum_congr rfl fun k hk => ?_
    have hk' := Finset.mem_range.mp hk
    rw [smul_smul, show b + 1 - k = (b - k) + 1 by omega, pow_succ]
    congr 1
    ring
  rw [h]
  unfold binomialTransfer
  rw [Finset.sum_range_succ' _ (b + 1), Finset.sum_range_succ' _ (b + 1), ← add_assoc,
    ← Finset.sum_add_distrib]
  congr 1
  · -- Pascal's rule, term by term
    refine Finset.sum_congr rfl fun k _ => ?_
    rw [Nat.choose_succ_succ', show b + 1 - (k + 1) = b - k by omega,
      show a + 1 + k = a + (k + 1) by omega, Nat.cast_add, add_mul, add_smul]
  · simp

/-- An array of integrals satisfies the horizontal recurrence exactly when every `I a b` is
the binomial sum of the integrals `I (a + k) 0` with `k ≤ b`. -/
theorem horizontalRecurrence_iff (d : R) (I : ℕ → ℕ → M) :
    HorizontalRecurrence d I ↔
      ∀ a b, I a b =
        ∑ k ∈ range (b + 1), ((b.choose k : R) * d ^ (b - k)) • I (a + k) 0 := by
  constructor
  · intro h a b
    change I a b = binomialTransfer d (fun n => I n 0) a b
    induction b generalizing a with
    | zero => simp [binomialTransfer]
    | succ b ih =>
      rw [h a b, ih (a + 1), ih a]
      exact (binomialTransfer_recurrence d (fun n => I n 0) a b).symm
  · intro h a b
    have h' : ∀ a b, I a b = binomialTransfer d (fun n => I n 0) a b := h
    rw [h' a (b + 1), h' (a + 1) b, h' a b]
    exact binomialTransfer_recurrence d (fun n => I n 0) a b

/-- Exchanging the two centres preserves the horizontal recurrence and reverses the sign
of `d`. -/
theorem HorizontalRecurrence.swap {d : R} {I : ℕ → ℕ → M} (h : HorizontalRecurrence d I) :
    HorizontalRecurrence (-d) (fun b a => I a b) := by
  intro b a
  change I (a + 1) b = I a (b + 1) + (-d) • I a b
  rw [h a b]
  module

/-- If `I` satisfies the horizontal recurrence, every `I a b` is also a binomial sum, with powers of
`-d`, of the integrals `I 0 (b + k)` with `k ≤ a`. -/
theorem HorizontalRecurrence.reverse {d : R} {I : ℕ → ℕ → M}
    (h : HorizontalRecurrence d I) (a b : ℕ) :
    I a b = ∑ k ∈ range (a + 1), ((a.choose k : R) * (-d) ^ (a - k)) • I 0 (b + k) :=
  (horizontalRecurrence_iff (-d) (fun b a => I a b)).mp h.swap b a

/-- A contracted s-type Gaussian on the line, centred at `A`, with coefficients `c` and
exponents `α`. -/
def contractedGaussian {m : ℕ} (c α : Fin m → ℝ) (A x : ℝ) : ℝ :=
  ∑ i, c i * Real.exp (-α i * (x - A) ^ 2)

/-- The overlap integral of `(x - A) ^ a * φ x` with `(x - B) ^ b * χ x`. -/
def overlap (φ χ : ℝ → ℝ) (A B : ℝ) (a b : ℕ) : ℝ :=
  ∫ x, ((x - A) ^ a * φ x) * ((x - B) ^ b * χ x)

/-- A polynomial times a Gaussian with positive exponent is integrable. -/
theorem integrable_polynomial_gaussian {p : ℝ} (hp : 0 < p) (q : Polynomial ℝ) :
    Integrable (fun x : ℝ => q.eval x * Real.exp (-p * x ^ 2)) := by
  induction q using Polynomial.induction_on' with
  | add q r hq hr =>
    refine (hq.add hr).congr (ae_of_all _ fun x => ?_)
    simp [add_mul]
  | monomial n c =>
    have hn : (-1 : ℝ) < (n : ℝ) := by
      have : (0 : ℝ) ≤ (n : ℝ) := Nat.cast_nonneg n
      linarith
    have h := (integrable_rpow_mul_exp_neg_mul_sq hp hn).const_mul c
    refine h.congr (ae_of_all _ fun x => ?_)
    simp [Real.rpow_natCast, mul_assoc]

/-- The product of two primitive Gaussians with positive exponents on centres `A` and `B`,
multiplied by any natural-number powers of `x - A` and `x - B`, is integrable. -/
theorem integrable_primitive_pair {α β : ℝ} (hα : 0 < α) (hβ : 0 < β) (A B : ℝ) (a b : ℕ) :
    Integrable (fun x : ℝ => (x - A) ^ a * (x - B) ^ b *
      (Real.exp (-α * (x - A) ^ 2) * Real.exp (-β * (x - B) ^ 2))) := by
  have hp : 0 < α + β := add_pos hα hβ
  have hne : α + β ≠ 0 := hp.ne'
  -- the centre of the product Gaussian
  obtain ⟨P, hP⟩ : ∃ P, P = (α * A + β * B) / (α + β) := ⟨_, rfl⟩
  have h := ((integrable_polynomial_gaussian hp
    ((Polynomial.X + Polynomial.C (P - A)) ^ a *
      (Polynomial.X + Polynomial.C (P - B)) ^ b)).comp_sub_right P).const_mul
    (Real.exp (-(α * β / (α + β)) * (A - B) ^ 2))
  refine h.congr (ae_of_all _ fun x => ?_)
  -- completing the square
  have e : Real.exp (-α * (x - A) ^ 2) * Real.exp (-β * (x - B) ^ 2) =
      Real.exp (-(α * β / (α + β)) * (A - B) ^ 2) *
        Real.exp (-(α + β) * (x - P) ^ 2) := by
    rw [← Real.exp_add, ← Real.exp_add]
    congr 1
    rw [hP]
    field_simp
    ring
  simp only [Polynomial.eval_mul, Polynomial.eval_pow, Polynomial.eval_add,
    Polynomial.eval_X, Polynomial.eval_C]
  rw [e, show x - P + (P - A) = x - A by ring, show x - P + (P - B) = x - B by ring]
  ring

/-- Overlap integrals of contracted Gaussians with positive exponents satisfy the horizontal
recurrence with `d = A - B`. -/
theorem horizontalRecurrence_witness {m n : ℕ} (c α : Fin m → ℝ) (e β : Fin n → ℝ)
    (hα : ∀ i, 0 < α i) (hβ : ∀ j, 0 < β j) (A B : ℝ) :
    HorizontalRecurrence (A - B)
      (overlap (contractedGaussian c α A) (contractedGaussian e β B) A B) := by
  have hint : ∀ a b : ℕ, Integrable (fun x : ℝ =>
      ((x - A) ^ a * contractedGaussian c α A x) *
        ((x - B) ^ b * contractedGaussian e β B x)) := by
    intro a b
    have h := MeasureTheory.integrable_finsetSum (univ : Finset (Fin m)) fun i _ =>
      MeasureTheory.integrable_finsetSum (univ : Finset (Fin n)) fun j _ =>
        (integrable_primitive_pair (hα i) (hβ j) A B a b).const_mul (c i * e j)
    refine h.congr (ae_of_all _ fun x => ?_)
    simp only [contractedGaussian]
    rw [mul_mul_mul_comm, Finset.sum_mul_sum, Finset.mul_sum]
    refine Finset.sum_congr rfl fun i _ => ?_
    rw [Finset.mul_sum]
    refine Finset.sum_congr rfl fun j _ => ?_
    ring
  intro a b
  simp only [overlap, smul_eq_mul]
  rw [← integral_const_mul, ← integral_add (hint (a + 1) b) ((hint a b).const_mul _)]
  -- pointwise, x - B = (x - A) + (A - B)
  congr 1
  funext x
  ring

/-- When all exponents are positive, a contracted overlap integral with powers `a` and `b` is the
binomial sum, with powers of `A - B`, of contracted overlaps with powers `a + k` on the first centre
and none on the second. -/
theorem contracted_overlap_transfer {m n : ℕ} (c α : Fin m → ℝ) (e β : Fin n → ℝ)
    (hα : ∀ i, 0 < α i) (hβ : ∀ j, 0 < β j) (A B : ℝ) (a b : ℕ) :
    overlap (contractedGaussian c α A) (contractedGaussian e β B) A B a b =
      ∑ k ∈ range (b + 1), (b.choose k : ℝ) * (A - B) ^ (b - k) *
        overlap (contractedGaussian c α A) (contractedGaussian e β B) A B (a + k) 0 :=
  (horizontalRecurrence_iff _ _).mp (horizontalRecurrence_witness c α e β hα hβ A B) a b

end

end HorizontalRecurrenceRelation
```

```lean
#print axioms HorizontalRecurrenceRelation.binomialTransfer_recurrence
#print axioms HorizontalRecurrenceRelation.HorizontalRecurrence.reverse
#print axioms HorizontalRecurrenceRelation.contracted_overlap_transfer
```

```
'HorizontalRecurrenceRelation.binomialTransfer_recurrence' depends on axioms: [propext, Classical.choice, Quot.sound]
'HorizontalRecurrenceRelation.HorizontalRecurrence.reverse' depends on axioms: [propext, Classical.choice, Quot.sound]
'HorizontalRecurrenceRelation.contracted_overlap_transfer' depends on axioms: [propext, Classical.choice, Quot.sound]
```

## How Lean carries out the binomial argument

The function $T$ is `binomialTransfer`, and `binomialTransfer_recurrence` is the calculation with Pascal's rule. Its intermediate statement `h` writes $d\,T(a,b)$ as a sum up to $k=b+1$; the added term vanishes by `Nat.choose_succ_self`. Next, `Finset.sum_range_succ'` separates the term $k=0$ from each of the two sums of length $b+2$. The remaining sums have the same range and are combined, after which `Nat.choose_succ_succ'` applies Pascal's rule to each term. The last `simp` compares the two separated terms, both equal to $d^{\,b+1}f(a)$.

In `horizontalRecurrence_iff`, the forward direction is an induction on `b` with `generalizing a`. This keeps the induction hypothesis available for every first index, as the step needs it at both `a + 1` and `a`. The reverse direction replaces all three entries of the recurrence by their binomial sums and uses the previous theorem.

`HorizontalRecurrence.swap` proves the relation for $J$: after the original recurrence is substituted, the tactic `module` cancels $d\,I(a,b)$ against $(-d)\,I(a,b)$. `HorizontalRecurrence.reverse` then applies the closed form to the exchanged array.

## How Lean justifies splitting the integral

`integrable_polynomial_gaussian` builds the polynomial from monomials and sums. The monomial case uses a Mathlib result on $x^s e^{-px^2}$ for real $s>-1$, applied to a natural number $s=n$. This replaces the bound used in the derivation above.

`integrable_primitive_pair` applies that result to the polynomial $(u+P-A)^a(u+P-B)^b$. The step `comp_sub_right P` substitutes $u=x-P$, and `const_mul` multiplies by the constant exponential factor. The equality `e` is the completed square, checked by combining the exponentials and comparing their exponents with `field_simp` and `ring`.

In `horizontalRecurrence_witness`, the statement `hint` extends integrability to the contracted functions for all powers, by summing over the pairs of primitives. This matters because Lean's integral is defined as zero for a non-integrable function, so additivity can't be used without such a proof. With `hint` available, `integral_add` joins the two integrals on the right-hand side, and the final `ring` checks that the integrands agree at each `x`, which is the identity $x-B=(x-A)+(A-B)$.

Finally, `contracted_overlap_transfer` takes the forward direction of `horizontalRecurrence_iff` and supplies the recurrence just proved for the overlaps. The positivity assumptions `hα` and `hβ` enter only through integrability: they say that every primitive decays at large distance.
